# Three equivalent orthonormal sp hybrids tilted out of a plane by t leave an orbital of s weight 2 tan² t

Take one s function and one p function, orthonormal, and a normalized real orbital with coefficients (a, b), so that a² + b² = 1. The normalized orbital orthogonal to it is (−b, a), up to sign. Its s weight, the square of its s coefficient, is

b² = 1 − a².

The s character that one orbital lacks is found in the other.

A trigonal radical centre has three equivalent bond hybrids and a fourth orbital for the unpaired electron. The accounting is the same. If the hybrids are orthonormal and point along the bonds, the bond directions also fix the s weight a² of each hybrid. In the planar centre each bond hybrid has s weight 1/3, so nothing is left for the fourth orbital. If the bonds bend out of the plane by an angle t, each hybrid loses some s weight and the fourth orbital gains 2 tan² t. Its density at the nucleus, and with it the direct contact coupling, then grows as t² for small t.

```lean
import Mathlib

open Matrix Filter Topology

namespace PyramidalRadical

noncomputable section
```

## Hybrids, overlaps and the density at the nucleus

The bonds lie at the azimuths φ₀ = 0, φ₁ = 2π/3 and φ₂ = 4π/3.

```lean
/-- The azimuths 0, 120 and 240 degrees of the three equivalent hybrids. -/
def azimuth : Fin 3 → ℝ := ![0, 2 * Real.pi / 3, 4 * Real.pi / 3]
```

Each hybrid has s amplitude a and p amplitude b, and its p part points along a unit vector inclined by t from the xy plane. Over the basis (s, px, py, pz),

h_k = (a, b cos t cos φ_k, b cos t sin φ_k, b sin t), k = 0, 1, 2.

In Lean an orbital is a function `Fin 4 → ℝ`, with entry 0 for s and entries 1, 2, 3 for px, py, pz. The common a and b express the equivalence of the bonds.

```lean
/-- Coefficients over (s, px, py, pz) of the hybrid with s amplitude `a` and p amplitude `b`,
pointing along azimuth `k` at inclination `t` from the xy plane. -/
def hybrid (a b t : ℝ) (k : Fin 3) : Fin 4 → ℝ :=
  ![a, b * (Real.cos t * Real.cos (azimuth k)),
    b * (Real.cos t * Real.sin (azimuth k)), b * Real.sin t]
```

The overlap of two orbitals is the dot product of their coefficients, written `⬝ᵥ`, which presupposes an orthonormal basis. Orthonormality means h_i · h_j = 1 for i = j and 0 otherwise.

```lean
/-- Three orbitals over an orthonormal sp basis are normalized and mutually orthogonal. -/
def IsOrthonormal (h : Fin 3 → Fin 4 → ℝ) : Prop :=
  ∀ i j, h i ⬝ᵥ h j = if i = j then 1 else 0
```

For the coupling the orbital must be a function of position x, measured from the nucleus. With coefficients c it is

ψ(x) = c₀ S(x) + (c₁ x₀ + c₂ x₁ + c₃ x₂) R(x).

The functions S and R are arbitrary and real-valued; the code does not tie them to the normalization that the dot product presupposes.

```lean
/-- The orbital with coefficients `c` as a function of position relative to the nucleus: the
s function is `S`, and the p functions are the coordinates times a common factor `R`. -/
def wavefunction (S R : (Fin 3 → ℝ) → ℝ) (c : Fin 4 → ℝ) (x : Fin 3 → ℝ) : ℝ :=
  c 0 * S x + (c 1 * x 0 + c 2 * x 1 + c 3 * x 2) * R x
```

The direct contact coupling is K ψ(0)². This form is postulated: K stands for the magnetic moments of electron and nucleus together with numerical factors. "Direct" means that only the unpaired electron's own orbital counts. Spin polarization of the bond and core electrons, which also contributes in a real radical, is left out, as are orbitals on neighbouring atoms.

```lean
/-- Direct Fermi contact coupling of an electron in the orbital `c`: a constant `K` times the
density at the nucleus. -/
def contactCoupling (K : ℝ) (S R : (Fin 3 → ℝ) → ℝ) (c : Fin 4 → ℝ) : ℝ :=
  K * wavefunction S R c 0 ^ 2
```

An explicit candidate for the fourth orbital lies along z:

r = (√2 tan t, 0, 0, −√(1 − 2 tan² t)).

```lean
/-- An explicit fourth hybrid along the z axis, for inclinations with `|t| < π/2` and
`2 tan² t ≤ 1`. -/
def radicalHybrid (t : ℝ) : Fin 4 → ℝ :=
  ![√2 * Real.tan t, 0, 0, -√(1 - 2 * Real.tan t ^ 2)]
```

## The bond geometry fixes the s weight

Any two different azimuths differ by 120° or 240°, and both angles have cosine −1/2. Hence cos(φ_i − φ_j) is 1 for i = j and −1/2 otherwise. The proof finds the sines and cosines of the two nonzero azimuths, expands the cosine of the difference, and goes through the nine pairs with `fin_cases`.

```lean
/-- The cosine of the angle between two of the azimuths is 1 if they coincide and -1/2
otherwise. -/
theorem cos_azimuth_sub (i j : Fin 3) :
    Real.cos (azimuth i - azimuth j) = if i = j then 1 else -1 / 2 := by
  have c1 : Real.cos (2 * Real.pi / 3) = -1 / 2 := by
    rw [show 2 * Real.pi / 3 = Real.pi - Real.pi / 3 by ring, Real.cos_pi_sub,
      Real.cos_pi_div_three]
    norm_num
  have s1 : Real.sin (2 * Real.pi / 3) = √3 / 2 := by
    rw [show 2 * Real.pi / 3 = Real.pi - Real.pi / 3 by ring, Real.sin_pi_sub,
      Real.sin_pi_div_three]
  have c2 : Real.cos (4 * Real.pi / 3) = -1 / 2 := by
    rw [show 4 * Real.pi / 3 = Real.pi / 3 + Real.pi by ring, Real.cos_add_pi,
      Real.cos_pi_div_three]
    norm_num
  have s2 : Real.sin (4 * Real.pi / 3) = -(√3 / 2) := by
    rw [show 4 * Real.pi / 3 = Real.pi / 3 + Real.pi by ring, Real.sin_add_pi,
      Real.sin_pi_div_three]
  have h3 : √3 * √3 = (3 : ℝ) := Real.mul_self_sqrt (by norm_num)
  rw [Real.cos_sub]
  fin_cases i <;> fin_cases j <;> norm_num [azimuth, c1, c2, s1, s2] <;> nlinarith [h3]
```

Multiplying out the coefficients gives

h_i · h_j = a² + b² [cos² t cos(φ_i − φ_j) + sin² t].

The proof writes the dot product as four terms and inserts the previous result.

```lean
/-- Overlap of two of the hybrids in terms of their amplitudes and inclination. -/
theorem hybrid_overlap (a b t : ℝ) (i j : Fin 3) :
    hybrid a b t i ⬝ᵥ hybrid a b t j =
      a ^ 2 + b ^ 2 * (Real.cos t ^ 2 * (if i = j then 1 else -1 / 2) + Real.sin t ^ 2) := by
  have h := cos_azimuth_sub i j
  rw [Real.cos_sub] at h
  have e : hybrid a b t i ⬝ᵥ hybrid a b t j = a * a
      + b * (Real.cos t * Real.cos (azimuth i)) * (b * (Real.cos t * Real.cos (azimuth j)))
      + b * (Real.cos t * Real.sin (azimuth i)) * (b * (Real.cos t * Real.sin (azimuth j)))
      + b * Real.sin t * (b * Real.sin t) := by
    rw [dotProduct, Fin.sum_univ_four]
    rfl
  rw [e]
  linear_combination b ^ 2 * Real.cos t ^ 2 * h
```

For i = j this is a² + b², and for i ≠ j it is a² + b² (sin² t − ½ cos² t). Orthonormality requires the first to be 1 and the second to be 0. Their difference is (3/2) b² cos² t, so the conditions are equivalent to

a² + b² = 1 and 3 b² cos² t = 2.

In one direction the proof needs only the overlaps (0, 0) and (0, 1); in the other it recovers all of them. Each `linear_combination` names the multiples of the known equations that yield the new one.

```lean
/-- The three hybrids are orthonormal exactly when `a² + b² = 1` and `3 b² cos² t = 2`. -/
theorem orthonormal_iff (a b t : ℝ) :
    IsOrthonormal (hybrid a b t) ↔ a ^ 2 + b ^ 2 = 1 ∧ 3 * b ^ 2 * Real.cos t ^ 2 = 2 := by
  have p := Real.sin_sq_add_cos_sq t
  constructor
  · intro h
    have n : (0 : Fin 3) ≠ 1 := by decide
    have h0 := h 0 0
    have h1 := h 0 1
    rw [hybrid_overlap] at h0 h1
    simp only [↓reduceIte] at h0
    simp only [n, ↓reduceIte] at h1
    exact ⟨by linear_combination h0 - b ^ 2 * p, by linear_combination 2 * h0 - 2 * h1⟩
  · rintro ⟨h1, h2⟩ i j
    rw [hybrid_overlap]
    split_ifs
    · linear_combination h1 + b ^ 2 * p
    · linear_combination h1 - h2 / 2 + b ^ 2 * p
```

The second condition rules out cos t = 0, so one may divide by cos² t:

b² = 2 / (3 cos² t) = (2/3)(1 + tan² t),

a² = 1 − b² = (1 − 2 tan² t)/3.

Lean proves the same equation after multiplication by cos² t, then cancels that factor. No separate bound on t is required.

```lean
/-- Each of the three orthonormal hybrids has s weight `(1 - 2 tan² t) / 3`. -/
theorem hybrid_s_weight {a b t : ℝ} (h : IsOrthonormal (hybrid a b t)) :
    a ^ 2 = (1 - 2 * Real.tan t ^ 2) / 3 := by
  obtain ⟨h1, h2⟩ := (orthonormal_iff a b t).mp h
  have hc : Real.cos t ≠ 0 := by
    intro h0
    rw [h0] at h2
    norm_num at h2
  have q : Real.tan t ^ 2 * Real.cos t ^ 2 = 1 - Real.cos t ^ 2 := by
    rw [← mul_pow, Real.tan_mul_cos hc, Real.sin_sq]
  apply mul_right_cancel₀ (pow_ne_zero 2 hc)
  linear_combination Real.cos t ^ 2 * h1 - h2 / 3 + 2 / 3 * q
```

## What is left for the fourth orbital

Let r be normalized and orthogonal to three orthonormal orbitals h₀, h₁, h₂. Put r, h₀, h₁, h₂ as rows into a 4 × 4 matrix M. Orthonormal rows mean M Mᵀ = 1. Since M is square, Mᵀ M = 1 as well, so the columns are normalized too. The first column holds the s coefficients:

r₀² + Σ_k (h_k)₀² = 1.

This holds for any three orthonormal orbitals of the sp space, equivalent or not. The four bullets in the proof treat the cases in which each row is r or one of the h_k, and `mul_eq_one_comm` passes from rows to columns.

```lean
/-- The s weights of four orthonormal orbitals of the sp space add up to one. -/
theorem s_weight_sum {h : Fin 3 → Fin 4 → ℝ} {r : Fin 4 → ℝ} (hh : IsOrthonormal h)
    (hr : r ⬝ᵥ r = 1) (ho : ∀ k, h k ⬝ᵥ r = 0) : r 0 ^ 2 + ∑ k, h k 0 ^ 2 = 1 := by
  obtain ⟨M, M0, Ms⟩ : ∃ M : Matrix (Fin 4) (Fin 4) ℝ, M 0 = r ∧ ∀ k : Fin 3, M k.succ = h k :=
    ⟨Matrix.of (Matrix.vecCons r h), rfl, fun _ => rfl⟩
  -- orthonormal rows make an orthogonal matrix, whose columns are then normalized too
  have hM : M * Mᵀ = 1 := by
    ext i j
    have e : (M * Mᵀ) i j = M i ⬝ᵥ M j := rfl
    rw [e, Matrix.one_apply]
    obtain rfl | ⟨i, rfl⟩ := Fin.eq_zero_or_eq_succ i <;>
      obtain rfl | ⟨j, rfl⟩ := Fin.eq_zero_or_eq_succ j
    · rw [M0, hr, if_pos rfl]
    · rw [M0, Ms, dotProduct_comm, ho, if_neg (Fin.succ_ne_zero j).symm]
    · rw [M0, Ms, ho, if_neg (Fin.succ_ne_zero i)]
    · rw [Ms, Ms, hh i j]
      simp only [Fin.succ_inj]
  have hM' : Mᵀ * M = 1 := mul_eq_one_comm.mp hM
  have h0 : (Mᵀ * M) 0 0 = (1 : Matrix (Fin 4) (Fin 4) ℝ) 0 0 := by rw [hM']
  rw [Matrix.mul_apply, Fin.sum_univ_succ] at h0
  simp only [Matrix.transpose_apply, M0, Ms, Matrix.one_apply_eq] at h0
  simp only [pow_two]
  exact h0
```

For the equivalent hybrids the sum over k is 3a², and therefore

r₀² = 1 − 3a² = 1 − (1 − 2 tan² t) = 2 tan² t.

The theorem assumes that the hybrids are orthonormal (`h`), that r is normalized (`hr`) and that r is orthogonal to each hybrid (`ho`). It speaks of every such r, so the result does not depend on the explicit formula above.

```lean
/-- A normalized orbital of the sp space orthogonal to the three orthonormal hybrids of
inclination `t` has s weight `2 tan² t`. -/
theorem remaining_s_weight {a b t : ℝ} {r : Fin 4 → ℝ} (h : IsOrthonormal (hybrid a b t))
    (hr : r ⬝ᵥ r = 1) (ho : ∀ k, hybrid a b t k ⬝ᵥ r = 0) :
    r 0 ^ 2 = 2 * Real.tan t ^ 2 := by
  have hs := s_weight_sum h hr ho
  have e : ∑ k, hybrid a b t k 0 ^ 2 = a ^ 2 + a ^ 2 + a ^ 2 := by
    rw [Fin.sum_univ_three]
    rfl
  rw [e] at hs
  linear_combination hs - 3 * hybrid_s_weight h
```

Normalization of the hybrids without their mutual orthogonality would not be enough. Take t = 0, a = 0 and b = 1: three normalized p orbitals in the plane, with mutual overlap −1/2. The pure s orbital is normalized and orthogonal to all three, yet its s weight is 1, while 2 tan² 0 = 0.

The same accounting applies to a bent centre with two equivalent orthonormal hybrids whose directions enclose an angle ω. There a² + b² = 1 and a² + b² cos ω = 0, so a² = −cos ω / (1 − cos ω). The two remaining orbitals of an orthonormal set share the s weight

1 − 2a² = (1 + cos ω)/(1 − cos ω) = cot²(ω/2).

This neighbouring formula is derived here in the text only.

## From s weight to contact coupling

At the nucleus x = 0, so the coordinates in front of R vanish and ψ(0) = c₀ S(0). Hence

K ψ(0)² = K S(0)² c₀².

The absence of a p contribution thus follows from the form of the wavefunction.

```lean
/-- The contact coupling of an sp orbital is `K S(0)²` times its s weight. -/
theorem contactCoupling_eq (K : ℝ) (S R : (Fin 3 → ℝ) → ℝ) (c : Fin 4 → ℝ) :
    contactCoupling K S R c = K * S 0 ^ 2 * c 0 ^ 2 := by
  simp only [contactCoupling, wavefunction, Pi.zero_apply]
  ring
```

Inserting c₀² = r₀² = 2 tan² t gives the coupling of an electron in the fourth orbital:

K ψ(0)² = 2 K S(0)² tan² t.

Within this one-electron, one-centre sp model, the formula relates the isotropic hyperfine coupling of the central atom's nucleus to the out-of-plane bending of the bonds, provided that the hybrids follow the bonds.

```lean
/-- An electron in a normalized sp orbital orthogonal to the three orthonormal hybrids of
inclination `t` has direct contact coupling `2 K S(0)² tan² t`. -/
theorem remaining_contactCoupling (K : ℝ) (S R : (Fin 3 → ℝ) → ℝ) {a b t : ℝ}
    {r : Fin 4 → ℝ} (h : IsOrthonormal (hybrid a b t)) (hr : r ⬝ᵥ r = 1)
    (ho : ∀ k, hybrid a b t k ⬝ᵥ r = 0) :
    contactCoupling K S R r = 2 * K * S 0 ^ 2 * Real.tan t ^ 2 := by
  rw [contactCoupling_eq, remaining_s_weight h hr ho]
  ring
```

## Hybrids that realize the geometry

Since a² cannot be negative, real hybrids of this kind require 2 tan² t ≤ 1, an inclination of at most about 35.3°. Within that range, write w = √(1 − 2 tan² t) and choose

a = w/√3, b = √2/(√3 cos t).

Then a² + b² = (1 − 2 tan² t)/3 + (2/3)(1 + tan² t) = 1 and 3 b² cos² t = 2, so the hybrids are orthonormal. The explicit fourth orbital r = (√2 tan t, 0, 0, −w) satisfies

r · r = 2 tan² t + w² = 1,

h_k · r = (w/√3) √2 tan t − (√2/√3) tan t · w = 0.

The Lean proof checks these equations in this order. The assumption |t| < π/2 serves to give cos t ≠ 0; Lean sets tan(π/2) to 0, so the condition on tan² t would not by itself exclude t = π/2.

```lean
/-- For `|t| < π/2` and `2 tan² t ≤ 1`, the stated amplitudes give three orthonormal hybrids,
and `radicalHybrid t` is normalized and orthogonal to them. -/
theorem hybrids_witness {t : ℝ} (ht : |t| < Real.pi / 2) (hT : 2 * Real.tan t ^ 2 ≤ 1) :
    IsOrthonormal (hybrid (√(1 - 2 * Real.tan t ^ 2) / √3) (√2 / (√3 * Real.cos t)) t) ∧
    radicalHybrid t ⬝ᵥ radicalHybrid t = 1 ∧
    ∀ k, hybrid (√(1 - 2 * Real.tan t ^ 2) / √3) (√2 / (√3 * Real.cos t)) t k ⬝ᵥ
      radicalHybrid t = 0 := by
  have hc : Real.cos t ≠ 0 := (Real.cos_pos_of_mem_Ioo (abs_lt.mp ht)).ne'
  have q : Real.tan t ^ 2 * Real.cos t ^ 2 = 1 - Real.cos t ^ 2 := by
    rw [← mul_pow, Real.tan_mul_cos hc, Real.sin_sq]
  have h2 : √2 ^ 2 = (2 : ℝ) := Real.sq_sqrt (by norm_num)
  have h3 : √3 ^ 2 = (3 : ℝ) := Real.sq_sqrt (by norm_num)
  have hw : √(1 - 2 * Real.tan t ^ 2) ^ 2 = 1 - 2 * Real.tan t ^ 2 :=
    Real.sq_sqrt (by linarith)
  have hB : 3 * (2 / (3 * Real.cos t ^ 2)) * Real.cos t ^ 2 = 2 := by field_simp
  refine ⟨(orthonormal_iff _ _ _).mpr ⟨?_, ?_⟩, ?_, fun k => ?_⟩
  · rw [div_pow, div_pow, mul_pow, hw, h2, h3]
    apply mul_right_cancel₀ (pow_ne_zero 2 hc)
    linear_combination hB / 3 - 2 / 3 * q
  · rw [div_pow, mul_pow, h2, h3]
    exact hB
  · rw [dotProduct, Fin.sum_univ_four]
    change √2 * Real.tan t * (√2 * Real.tan t) + 0 * 0 + 0 * 0
      + -√(1 - 2 * Real.tan t ^ 2) * -√(1 - 2 * Real.tan t ^ 2) = 1
    linear_combination Real.tan t ^ 2 * h2 + hw
  · have hs : √2 / (√3 * Real.cos t) * Real.sin t = √2 / √3 * Real.tan t := by
      rw [Real.tan_eq_sin_div_cos]
      field_simp
    rw [dotProduct, Fin.sum_univ_four]
    change √(1 - 2 * Real.tan t ^ 2) / √3 * (√2 * Real.tan t) + _ * 0 + _ * 0
      + √2 / (√3 * Real.cos t) * Real.sin t * -√(1 - 2 * Real.tan t ^ 2) = 0
    linear_combination (-√(1 - 2 * Real.tan t ^ 2)) * hs
```

## The quadratic onset

For the explicit fourth orbital and t ≠ 0,

K ψ(0)² / t² = 2 K S(0)² (tan t / t)².

The quotient tan t / t is the slope of the chord of the tangent function from 0 to t. It tends to the derivative at 0, which is 1, so the whole expression tends to 2 K S(0)². In Lean, `slope Real.tan 0` is this quotient, and `𝓝[≠] 0` says that t approaches zero without being zero. S and K stay fixed as t varies, so the limit describes a change of hybridization with an unchanged s function. If K and S(0) are nonzero, the leading term is truly quadratic.

```lean
/-- The contact coupling of `radicalHybrid t`, divided by `t²`, tends to `2 K S(0)²` as the
inclination `t` tends to zero. -/
theorem contactCoupling_quadratic (K : ℝ) (S R : (Fin 3 → ℝ) → ℝ) :
    Tendsto (fun t : ℝ => contactCoupling K S R (radicalHybrid t) / t ^ 2)
      (𝓝[≠] 0) (𝓝 (2 * K * S 0 ^ 2)) := by
  -- the slope of the tangent at zero is one
  have h : Tendsto (slope Real.tan 0) (𝓝[≠] 0) (𝓝 1) := by
    have h0 := hasDerivAt_iff_tendsto_slope.mp
      (Real.hasDerivAt_tan (x := 0) (by rw [Real.cos_zero]; exact one_ne_zero))
    rwa [Real.cos_zero, one_pow, div_one] at h0
  have e : (fun t : ℝ => contactCoupling K S R (radicalHybrid t) / t ^ 2) =
      fun t => 2 * K * S 0 ^ 2 * slope Real.tan 0 t ^ 2 := by
    funext t
    have r0 : radicalHybrid t 0 = √2 * Real.tan t := rfl
    have h2 : √2 ^ 2 = (2 : ℝ) := Real.sq_sqrt (by norm_num)
    rw [contactCoupling_eq, r0, mul_pow, h2, slope_def_field, Real.tan_zero, sub_zero,
      sub_zero, div_pow]
    ring
  have hl := (h.pow 2).const_mul (2 * K * S 0 ^ 2)
  rw [one_pow, mul_one] at hl
  rw [e]
  exact hl

end

end PyramidalRadical
```

```lean
#print axioms PyramidalRadical.hybrid_s_weight
#print axioms PyramidalRadical.remaining_contactCoupling
#print axioms PyramidalRadical.contactCoupling_quadratic
```

```
'PyramidalRadical.hybrid_s_weight' depends on axioms: [propext, Classical.choice, Quot.sound]
'PyramidalRadical.remaining_contactCoupling' depends on axioms: [propext, Classical.choice, Quot.sound]
'PyramidalRadical.contactCoupling_quadratic' depends on axioms: [propext, Classical.choice, Quot.sound]
```
